# Kanamori parameters of the instantaneous interaction from a complete set of symmetric traceless Jahn–Teller couplings

## Shifting the parameters before the impurity solver

In a DMFT calculation for a three-orbital Jahn–Teller system, an instantaneous phonon attraction of strength L can be included by shifting the Kanamori parameters passed to the impurity solver:

U → U − 2L/3

U' → U' + L/3

J → J − L/2

Pair hopping shifts by −L/2 as well. The shifts apply when each site has its own modes, not shared with its neighbours, when these couple through a complete set of real symmetric traceless orbital matrices, orthonormal under the trace, with equal coupling constant g and equal stiffness K, and when retardation is neglected. Then L = g²/K.

Let i, j, k, l label the M orbitals of one site, and let a label its distortions q_a with real coupling matrices V_a, stiffness K > 0 and coupling constant g. The distortions couple to

O_a = Σ_ijσ (V_a)_ij c†_iσ c_jσ

with energy Σ_a (K q_a²/2 + g q_a O_a). If the lattice responds instantaneously, eliminating q_a leaves

H = −(L/2) Σ_a O_a², L = g²/K.

Apart from the prefactor 1/2, the coefficient of c†_i c_j c†_k c_l is

T_ijkl = −L Σ_a (V_a)_ij (V_a)_kl.

The elements T_iiii, T_iijj, T_ijji and T_ijij, with i ≠ j, are the contributions to U, U', exchange J and pair hopping. Reordering the operators adds a one-body term. For the complete orthonormal set it is the same for every orbital, so it only shifts their common level.

## What the theorems say

The orbitals form a finite type `n`, with M = `Fintype.card n`, and the modes a finite type `ι`. `IsQuadrupoleBasis V` says that the matrices V_a are symmetric and traceless, satisfy tr(V_a V_b) = δ_ab, and span all real symmetric traceless matrices. The trace normalisation fixes the meaning of L. `delta` is the Kronecker delta, and `phononTensor V L i j k l` is T_ijkl.

`completeness` states, for every such basis,

Σ_a (V_a)_ij (V_a)_kl = (δ_ik δ_jl + δ_il δ_jk)/2 − δ_ij δ_kl/M.

`phonon_kanamori` gives the parameters for any two different orbitals, and `three_orbital_kanamori` sets M = 3. Both hold for every real L; attraction corresponds to L > 0. `exchange_inversion` adds a Coulomb exchange J_H and says that the total is negative exactly when L > 2J_H.

`jahnTeller_energy` treats static, classical distortions. For a real symmetric matrix ρ, read as the spin-summed orbital density matrix, `IsLeast` says that the stated energy is a lower bound over all q and is attained. Neither positivity of ρ nor a particle number is imposed.

The file works with coefficients and matrices: the elimination of quantum phonons that leads to T is physical input. Modes with unequal couplings or stiffnesses, as cubic symmetry allows, are not covered.

## Completeness from a matrix unit

Let S be symmetric and traceless. Spanning gives S = Σ_b c_b V_b, and orthonormality gives tr(V_a S) = c_a. Hence

S = Σ_a tr(V_a S) V_a.

Let E_kl have a single 1 in row k, column l, and take

S = (E_kl + E_lk)/2 − (δ_kl/M) 1.

This is symmetric, and its trace is δ_kl − δ_kl = 0. Since tr(V_a E_kl) = (V_a)_lk and tr V_a = 0,

tr(V_a S) = ((V_a)_lk + (V_a)_kl)/2 = (V_a)_kl.

The ij element of the expansion is therefore Σ_a (V_a)_kl (V_a)_ij = S_ij, which is the completeness relation.

For i ≠ j it gives

T_iiii = −L(1 − 1/M)

T_iijj = −L(0 − 1/M) = L/M

T_ijji = T_ijij = −L/2.

Consequently

U − 2J = −L + L/M + L = L/M = U'.

The total exchange J_H − L/2 is negative exactly when L > 2J_H.

## The static distortion energy

Subtract the trace from ρ by setting ρ₀ = ρ − (tr ρ/M) 1. Because V_a is traceless, tr(V_a ρ₀) = tr(V_a ρ), so

ρ₀ = Σ_a tr(V_a ρ) V_a.

Multiplying by ρ and taking the trace gives

Σ_a (tr V_a ρ)² = tr ρ² − (tr ρ)²/M.

With x_a = tr(V_a ρ), each mode contributes

K q_a²/2 + g q_a x_a = (K/2)(q_a + g x_a/K)² − g² x_a²/(2K).

The minimum is at q_a = −g x_a/K, and the total is

E_min = −(g²/2K) (tr ρ² − (tr ρ)²/M).

## Numbers for three orbitals

Take U = 1.0, U' = 0.8, J_H = 0.1 and L = 0.3 in a common energy unit. The phonon contributions are −0.2 to U, +0.1 to U' and −0.15 to J. The totals are

U = 0.8, U' = 0.9, J = −0.05.

They satisfy 0.9 = 0.8 + 2 · 0.05, and the exchange has changed sign because 0.3 > 2 · 0.1.

The coefficients can be checked with the normalised diagonal matrices diag(1, −1, 0)/√2 and diag(−1, −1, 2)/√6. With orbitals numbered from 0, the sum of (V_a)_00² is 1/2 + 1/6 = 2/3, and that of (V_a)_00 (V_a)_11 is −1/2 + 1/6 = −1/3. Multiplying by −L gives −2L/3 and L/3.

## The Lean file

```lean
import Mathlib

open Matrix

namespace JahnTellerKanamori

noncomputable section

variable {n ι : Type*} [Fintype n] [DecidableEq n] [Fintype ι] [DecidableEq ι]

/-- The Kronecker delta of two orbital indices. -/
def delta (i j : n) : ℝ := if i = j then 1 else 0

/-- The coupling matrices `V a` form a trace-orthonormal basis of the real symmetric
traceless matrices on the orbital space. -/
structure IsQuadrupoleBasis (V : ι → Matrix n n ℝ) : Prop where
  symm : ∀ a, (V a)ᵀ = V a
  traceless : ∀ a, (V a).trace = 0
  orthonormal : ∀ a b, (V a * V b).trace = if a = b then 1 else 0
  complete : ∀ S : Matrix n n ℝ, Sᵀ = S → S.trace = 0 →
    S ∈ Submodule.span ℝ (Set.range V)

/-- The phonon-induced interaction `-L ∑ₐ (Vₐ)ᵢⱼ (Vₐ)ₖₗ`, which with a prefactor 1/2 multiplies the
product of orbital transitions `c†ᵢ cⱼ` and `c†ₖ cₗ`. -/
def phononTensor (V : ι → Matrix n n ℝ) (L : ℝ) (i j k l : n) : ℝ :=
  -L * ∑ a, V a i j * V a k l

/-- If the coupling matrices form a trace-orthonormal basis of the symmetric traceless matrices,
every symmetric traceless `S` is the sum of its components `tr (Vₐ S)` along the coupling matrices.
-/
theorem IsQuadrupoleBasis.expansion {V : ι → Matrix n n ℝ} (h : IsQuadrupoleBasis V)
    (S : Matrix n n ℝ) (hS : Sᵀ = S) (hS0 : S.trace = 0) :
    S = ∑ a, (V a * S).trace • V a := by
  obtain ⟨c, rfl⟩ := (Submodule.mem_span_range_iff_exists_fun ℝ).1 (h.complete S hS hS0)
  -- orthonormality picks out the coefficient
  have hc : ∀ a, (V a * ∑ b, c b • V b).trace = c a := by
    intro a
    simp [Finset.mul_sum, Matrix.trace_sum, Matrix.trace_smul, h.orthonormal]
  simp only [hc]

/-- Completeness relation: the sum of products of matrix elements over a trace-orthonormal
basis of symmetric traceless matrices is the projector onto such matrices. -/
theorem IsQuadrupoleBasis.completeness {V : ι → Matrix n n ℝ} (h : IsQuadrupoleBasis V)
    (i j k l : n) :
    ∑ a, V a i j * V a k l =
      (delta i k * delta j l + delta i l * delta j k) / 2
        - delta i j * delta k l / (Fintype.card n : ℝ) := by
  have : Nonempty n := ⟨i⟩
  have hM : (Fintype.card n : ℝ) ≠ 0 := Nat.cast_ne_zero.mpr Fintype.card_ne_zero
  have hT : ∀ (A : Matrix n n ℝ) (p q : n), (A * Matrix.single p q 1).trace = A q p := by
    intro A p q
    simp [Matrix.trace, Matrix.mul_apply, Matrix.single_apply, ite_and]
  have hD : ∀ p q : n, (Matrix.single p q (1 : ℝ)).trace = delta q p := by
    intro p q
    have h1 := hT 1 p q
    rw [one_mul, Matrix.one_apply] at h1
    exact h1
  have hE : ∀ p q x y : n, Matrix.single p q (1 : ℝ) x y = delta x p * delta y q := by
    intro p q x y
    unfold delta
    rw [Matrix.single_apply]
    split_ifs <;> simp_all
  have hc : delta l k = delta k l := by simp [delta, eq_comm]
  -- the symmetric traceless part of a matrix unit
  obtain ⟨S, hS⟩ : ∃ S : Matrix n n ℝ, S =
      (1 / 2 : ℝ) • (Matrix.single k l 1 + Matrix.single l k 1)
        - (delta k l / (Fintype.card n : ℝ)) • (1 : Matrix n n ℝ) := ⟨_, rfl⟩
  have hsym : Sᵀ = S := by
    rw [hS, Matrix.transpose_sub, Matrix.transpose_smul, Matrix.transpose_add,
      Matrix.transpose_single, Matrix.transpose_single, Matrix.transpose_smul,
      Matrix.transpose_one, add_comm (Matrix.single l k (1 : ℝ))]
  have htr : S.trace = 0 := by
    rw [hS]
    simp only [Matrix.trace_sub, Matrix.trace_smul, Matrix.trace_add, hD,
      Matrix.trace_one, smul_eq_mul, hc]
    rw [div_mul_cancel₀ _ hM]
    ring
  have hV : ∀ a, (V a * S).trace = V a k l := by
    intro a
    have hs : V a l k = V a k l := congrFun (congrFun (h.symm a) k) l
    rw [hS]
    simp only [mul_sub, mul_add, Matrix.mul_smul, mul_one, Matrix.trace_sub,
      Matrix.trace_add, Matrix.trace_smul, hT, h.traceless, smul_eq_mul]
    linear_combination (1 / 2 : ℝ) * hs
  -- compare the matrix elements of the expansion
  have e := congrFun (congrFun (h.expansion S hsym htr) i) j
  simp only [Matrix.sum_apply, Matrix.smul_apply, smul_eq_mul, hV] at e
  have h1 : (1 : Matrix n n ℝ) i j = delta i j := Matrix.one_apply
  calc ∑ a, V a i j * V a k l = S i j := by
        rw [e]
        exact Finset.sum_congr rfl fun a _ => mul_comm _ _
    _ = _ := by
        rw [hS]
        simp only [Matrix.sub_apply, Matrix.smul_apply, Matrix.add_apply, hE, h1,
          smul_eq_mul]
        ring

/-- For `M` orbitals, coupling matrices that form a trace-orthonormal basis of the symmetric
traceless matrices, and `i ≠ j`, the phonon-induced interaction has `U = -L (1 - 1/M)`, `U' = L/M`,
exchange and pair hopping `-L/2`, and obeys `U' = U - 2J`. -/
theorem phonon_kanamori {V : ι → Matrix n n ℝ} (h : IsQuadrupoleBasis V) (L : ℝ)
    {i j : n} (hij : i ≠ j) :
    phononTensor V L i i i i = -L * (1 - 1 / (Fintype.card n : ℝ)) ∧
    phononTensor V L i i j j = L / (Fintype.card n : ℝ) ∧
    phononTensor V L i j j i = -L / 2 ∧
    phononTensor V L i j i j = -L / 2 ∧
    phononTensor V L i i j j =
      phononTensor V L i i i i - 2 * phononTensor V L i j j i := by
  have d1 : ∀ x : n, delta x x = 1 := fun x => if_pos rfl
  have d2 : delta i j = 0 := if_neg hij
  have d3 : delta j i = 0 := if_neg hij.symm
  refine ⟨?_, ?_, ?_, ?_, ?_⟩ <;>
    simp only [phononTensor, h.completeness, d1, d2, d3] <;> ring

/-- For three orbitals, coupling matrices that form a trace-orthonormal basis of the symmetric
traceless matrices, and `i ≠ j`, the phonon-induced interaction has `U = -2L/3`, `U' = L/3`,
exchange and pair hopping `-L/2`, and obeys `U' = U - 2J`. -/
theorem three_orbital_kanamori {V : ι → Matrix (Fin 3) (Fin 3) ℝ}
    (h : IsQuadrupoleBasis V) (L : ℝ) {i j : Fin 3} (hij : i ≠ j) :
    phononTensor V L i i i i = -2 * L / 3 ∧
    phononTensor V L i i j j = L / 3 ∧
    phononTensor V L i j j i = -L / 2 ∧
    phononTensor V L i j i j = -L / 2 ∧
    phononTensor V L i i j j =
      phononTensor V L i i i i - 2 * phononTensor V L i j j i := by
  obtain ⟨h1, h2, h3, h4, h5⟩ := phonon_kanamori h L hij
  have hc : (Fintype.card (Fin 3) : ℝ) = 3 := by simp
  rw [hc] at h1 h2
  exact ⟨by linarith, h2, h3, h4, h5⟩

/-- Let the coupling matrices form a trace-orthonormal basis of the symmetric traceless matrices.
Added to a Coulomb exchange `JH`, the phonon part makes the total exchange between two different
orbitals negative exactly when `L` exceeds `2 JH`. -/
theorem exchange_inversion {V : ι → Matrix n n ℝ} (h : IsQuadrupoleBasis V) (L JH : ℝ)
    {i j : n} (hij : i ≠ j) :
    JH + phononTensor V L i j j i < 0 ↔ 2 * JH < L := by
  rw [(phonon_kanamori h L hij).2.2.1]
  constructor <;> intro h1 <;> linarith

/-- For a trace-orthonormal basis `Vₐ` of the symmetric traceless matrices on `M ≥ 1` orbitals and a
symmetric orbital density matrix `ρ`, the squared couplings `tr (Vₐ ρ)` add up to
`tr ρ² - (tr ρ)²/M`. -/
theorem sum_sq_coupling [Nonempty n] {V : ι → Matrix n n ℝ} (h : IsQuadrupoleBasis V)
    (ρ : Matrix n n ℝ) (hρ : ρᵀ = ρ) :
    ∑ a, (V a * ρ).trace ^ 2 =
      (ρ * ρ).trace - ρ.trace ^ 2 / (Fintype.card n : ℝ) := by
  have hM : (Fintype.card n : ℝ) ≠ 0 := Nat.cast_ne_zero.mpr Fintype.card_ne_zero
  -- remove the trace of the density matrix and expand the rest
  have e := h.expansion (ρ - (ρ.trace / (Fintype.card n : ℝ)) • (1 : Matrix n n ℝ))
    (by rw [Matrix.transpose_sub, Matrix.transpose_smul, Matrix.transpose_one, hρ])
    (by rw [Matrix.trace_sub, Matrix.trace_smul, Matrix.trace_one, smul_eq_mul,
          div_mul_cancel₀ _ hM, sub_self])
  simp only [mul_sub, Matrix.mul_smul, mul_one, Matrix.trace_sub, Matrix.trace_smul,
    h.traceless, smul_zero, sub_zero] at e
  have e2 := congrArg (fun A : Matrix n n ℝ => (A * ρ).trace) e
  simp only [sub_mul, Matrix.smul_mul, one_mul, Matrix.trace_sub, Matrix.trace_smul,
    Finset.sum_mul, Matrix.trace_sum, smul_eq_mul] at e2
  calc ∑ a, (V a * ρ).trace ^ 2 = ∑ a, (V a * ρ).trace * (V a * ρ).trace :=
        Finset.sum_congr rfl fun a _ => sq _
    _ = _ := by rw [← e2]; ring

/-- Static Jahn-Teller energy: for coupling matrices that form a trace-orthonormal basis of the
symmetric traceless matrices on `M ≥ 1` orbitals, stiffness `K > 0`, coupling `g` and a symmetric
density matrix `ρ`, the least energy over all distortions `q` is `-(g²/2K) (tr ρ² - (tr ρ)²/M)`. -/
theorem jahnTeller_energy [Nonempty n] {V : ι → Matrix n n ℝ} (h : IsQuadrupoleBasis V)
    (ρ : Matrix n n ℝ) (hρ : ρᵀ = ρ) (K g : ℝ) (hK : 0 < K) :
    IsLeast (Set.range fun q : ι → ℝ =>
        ∑ a, (K / 2 * q a ^ 2 + g * q a * (V a * ρ).trace))
      (-(g ^ 2 / (2 * K)) * ((ρ * ρ).trace - ρ.trace ^ 2 / (Fintype.card n : ℝ))) := by
  rw [← sum_sq_coupling h ρ hρ, Finset.mul_sum]
  constructor
  · refine ⟨fun a => -(g * (V a * ρ).trace / K), Finset.sum_congr rfl fun a _ => ?_⟩
    field_simp
    ring
  · rintro _ ⟨q, rfl⟩
    refine Finset.sum_le_sum fun a _ => ?_
    -- complete the square in each distortion
    have h1 : K / 2 * q a ^ 2 + g * q a * (V a * ρ).trace
        - -(g ^ 2 / (2 * K)) * (V a * ρ).trace ^ 2
        = K / 2 * (q a + g * (V a * ρ).trace / K) ^ 2 := by
      field_simp
      ring
    have h2 : 0 ≤ K / 2 * (q a + g * (V a * ρ).trace / K) ^ 2 := by positivity
    linarith

/-- Five symmetric traceless matrices on three orbitals: three off-diagonal and one diagonal
with scale `r`, and one diagonal with scale `s`. -/
def quadrupole (r s : ℝ) : Fin 5 → Matrix (Fin 3) (Fin 3) ℝ :=
  ![!![0, r, 0; r, 0, 0; 0, 0, 0], !![0, 0, r; 0, 0, 0; r, 0, 0],
    !![0, 0, 0; 0, 0, r; 0, r, 0], !![r, 0, 0; 0, -r, 0; 0, 0, 0],
    !![-s, 0, 0; 0, -s, 0; 0, 0, 2 * s]]

/-- With scales `√(1/2)` and `√(1/6)` the five matrices are a trace-orthonormal basis of the
symmetric traceless matrices on three orbitals. -/
theorem quadrupoleBasis_witness :
    IsQuadrupoleBasis (quadrupole (Real.sqrt (1 / 2)) (Real.sqrt (1 / 6))) := by
  have hr : Real.sqrt (1 / 2) * Real.sqrt (1 / 2) = 1 / 2 :=
    Real.mul_self_sqrt (by norm_num)
  have hs : Real.sqrt (1 / 6) * Real.sqrt (1 / 6) = 1 / 6 :=
    Real.mul_self_sqrt (by norm_num)
  generalize Real.sqrt (1 / 2) = r at *
  generalize Real.sqrt (1 / 6) = s at *
  refine ⟨?_, ?_, ?_, ?_⟩
  · intro a
    ext i j
    fin_cases a <;> fin_cases i <;> fin_cases j <;> simp [quadrupole]
  · intro a
    fin_cases a <;> simp [quadrupole, Matrix.trace_fin_three]
    ring
  · intro a b
    fin_cases a <;> fin_cases b <;>
      simp [quadrupole, Matrix.trace_fin_three] <;>
      linarith
  · intro S hS hS0
    have s1 : S 1 0 = S 0 1 := congrFun (congrFun hS 0) 1
    have s2 : S 2 0 = S 0 2 := congrFun (congrFun hS 0) 2
    have s3 : S 2 1 = S 1 2 := congrFun (congrFun hS 1) 2
    rw [Matrix.trace_fin_three] at hS0
    have hr' : ∀ x : ℝ, r * r * x = x / 2 := fun x => by rw [hr]; ring
    have hs' : s * s * S 2 2 = S 2 2 / 6 := by rw [hs]; ring
    have r1 := hr' (S 0 1)
    have r2 := hr' (S 0 2)
    have r3 := hr' (S 1 2)
    have r4 := hr' (S 0 0)
    have r5 := hr' (S 1 1)
    -- the components of S along the five matrices
    refine (Submodule.mem_span_range_iff_exists_fun ℝ).2
      ⟨![2 * r * S 0 1, 2 * r * S 0 2, 2 * r * S 1 2, r * (S 0 0 - S 1 1),
        3 * s * S 2 2], ?_⟩
    ext i j
    fin_cases i <;> fin_cases j <;>
      simp [quadrupole, Fin.sum_univ_five] <;> linarith

end

end JahnTellerKanamori
```

```lean
#print axioms JahnTellerKanamori.three_orbital_kanamori
#print axioms JahnTellerKanamori.exchange_inversion
#print axioms JahnTellerKanamori.jahnTeller_energy
```

```
'JahnTellerKanamori.three_orbital_kanamori' depends on axioms: [propext, Classical.choice, Quot.sound]
'JahnTellerKanamori.exchange_inversion' depends on axioms: [propext, Classical.choice, Quot.sound]
'JahnTellerKanamori.jahnTeller_energy' depends on axioms: [propext, Classical.choice, Quot.sound]
```

## From the expansion to the energy in Lean

`expansion` obtains the coefficients c from membership in the span, then identifies them by orthonormality in `hc`.

In `completeness`, `hT`, `hD` and `hE` give the traces and elements of matrix units. The matrix S is the one used above; `hsym` and `htr` establish its symmetry and zero trace, and `hV` computes tr(V_a S) = (V_a)_kl. The closing `calc` compares the ij elements.

`phonon_kanamori` inserts the values of the deltas and leaves the algebra to `ring`. The three-orbital theorem substitutes M = 3, and `exchange_inversion` follows by linear arithmetic.

`sum_sq_coupling` expands ρ₀, multiplies by ρ and takes the trace. `jahnTeller_energy` then has two parts: the explicit minimiser attains the value, and the completed square in `h1`, nonnegative by `h2`, bounds every other distortion from below.

`quadrupoleBasis_witness` supplies an actual basis for three orbitals. It replaces the square roots by r and s, keeping only r² = 1/2 and s² = 1/6, and checks symmetry, traces and orthonormality case by case. For spanning, it writes down the five coefficients of an arbitrary symmetric traceless S and compares all nine entries.
